# For 16 or more electrons, the rapid-variation limit of the Wang–Teter kinetic energy is unbounded below on Gaussians

Before minimising an orbital-free energy, one can test its kinetic functional by inserting a Gaussian trial density and narrowing it. If the kinetic energy falls without bound and the other energy terms do not make up for it, the minimiser has a route to collapse. Here the test is applied to \(T_W-\tfrac{7}{25}T_{TF}\), where \(T_W\) is the Weizsäcker and \(T_{TF}\) the Thomas–Fermi energy. This expression is taken as the rapid-variation limit of the Wang–Teter functional, not derived from its nonlocal kernel.

```lean
import Mathlib

open Real MeasureTheory Filter

namespace WangTeterCollapse

noncomputable section
```

This loads the mathematics library Mathlib and opens a namespace for the names below.

```lean
/-- The integral over all space of a spherically symmetric function with radial profile `f`. -/
def radialIntegral (f : ℝ → ℝ) : ℝ := ∫ r in Set.Ioi (0 : ℝ), 4 * π * r ^ 2 * f r
```

For a radial profile \(f\), this is \(\int_0^\infty 4\pi r^2 f(r)\,dr\). `Set.Ioi 0` is the half-line \(r>0\).

```lean
/-- The Thomas-Fermi kinetic energy of a radial density, in atomic units. -/
def thomasFermi (n : ℝ → ℝ) : ℝ :=
  3 / 10 * (3 * π ^ 2) ^ (2 / 3 : ℝ) * radialIntegral (fun r => n r ^ (5 / 3 : ℝ))
```

This is \(T_{TF}[n]=\tfrac{3}{10}(3\pi^2)^{2/3}\int n^{5/3}\), with the constant of the spin-unpolarised electron gas in atomic units. The annotation `: ℝ` makes the exponent a real number.

```lean
/-- The Weizsäcker kinetic energy of a radial density that is positive everywhere,
in atomic units. -/
def weizsacker (n : ℝ → ℝ) : ℝ :=
  1 / 8 * radialIntegral (fun r => deriv n r ^ 2 / n r)
```

This is \(T_W[n]=\tfrac18\int |n'|^2/n\), where `deriv` is the actual derivative of the profile.

```lean
/-- The rapid-variation limit of the Wang-Teter functional, for positive radial densities. -/
def wangTeterLimit (n : ℝ → ℝ) : ℝ := weizsacker n - 7 / 25 * thomasFermi n
```

The coefficient \(-\tfrac{7}{25}\) stands for the Thomas–Fermi part left over when the density varies on lengths much shorter than the Fermi wavelength of the reference gas.

```lean
/-- The Gaussian density with weight `N` and inverse width `s`. -/
def gaussianDensity (N s r : ℝ) : ℝ :=
  N * (s ^ 2 / π) ^ (3 / 2 : ℝ) * Real.exp (-s ^ 2 * r ^ 2)
```

The trial density is \(n(r)=N(s^2/\pi)^{3/2}e^{-s^2r^2}\). The electron number \(N\) is a real number, and a larger \(s\) means a narrower Gaussian.

```lean
/-- The amount `7 / 25` of the Thomas-Fermi energy that is subtracted in the Wang-Teter limit, for a
Gaussian with `N > 0` and `s > 0`, per electron and in units of `s ^ 2`, as a function of the
electron number `N`. -/
def thomasFermiShare (N : ℝ) : ℝ :=
  7 / 25 * (3 / 10 * (3 * π ^ 2) ^ (2 / 3 : ℝ)) * (3 / 5 : ℝ) ^ (3 / 2 : ℝ) / π
    * N ^ (2 / 3 : ℝ)
```

Call this \(c(N)\). It is \(\tfrac{7}{25}T_{TF}/(Ns^2)\) for the Gaussian, as the integrals below confirm.

```lean
/-- The power 3/2 of a positive number is the number times its square root. -/
theorem rpow_three_halves {x : ℝ} (hx : 0 < x) : x ^ (3 / 2 : ℝ) = x * √x := by
  rw [show (3 / 2 : ℝ) = 1 + 1 / 2 by norm_num, Real.rpow_add hx, Real.rpow_one,
    Real.sqrt_eq_rpow]
```

For \(x>0\), \(x^{3/2}=x\sqrt x\). The proof splits the exponent as \(1+\tfrac12\).

```lean
/-- The second and fourth radial moments of a Gaussian with positive exponent `b`. -/
theorem gaussian_moments {b : ℝ} (hb : 0 < b) :
    (∫ r in Set.Ioi (0 : ℝ), r ^ 2 * Real.exp (-b * r ^ 2)) = √π / (4 * (b * √b)) ∧
    (∫ r in Set.Ioi (0 : ℝ), r ^ 4 * Real.exp (-b * r ^ 2))
      = 3 * √π / (8 * (b * (b * √b))) := by
  have hG : Real.Gamma (3 / 2) = √π / 2 := by
    rw [show (3 / 2 : ℝ) = 1 / 2 + 1 by norm_num, Real.Gamma_add_one (by norm_num),
      Real.Gamma_one_half_eq]
    ring
  have hG' : Real.Gamma (5 / 2) = 3 / 4 * √π := by
    rw [show (5 / 2 : ℝ) = 3 / 2 + 1 by norm_num, Real.Gamma_add_one (by norm_num), hG]
    ring
  have h4 : ∀ r : ℝ, r ^ (4 : ℝ) = r ^ 4 := fun r => by
    exact_mod_cast Real.rpow_natCast r 4
  constructor
  · have h := integral_rpow_mul_exp_neg_mul_rpow (p := 2) (q := 2) (b := b)
      (by norm_num) (by norm_num) hb
    simp only [Real.rpow_two] at h
    rw [h, show (-(2 + 1) / 2 : ℝ) = -(3 / 2) by norm_num,
      show ((2 + 1) / 2 : ℝ) = 3 / 2 by norm_num, Real.rpow_neg hb.le,
      rpow_three_halves hb, hG]
    ring
  · have h := integral_rpow_mul_exp_neg_mul_rpow (p := 2) (q := 4) (b := b)
      (by norm_num) (by norm_num) hb
    simp only [Real.rpow_two, h4] at h
    rw [h, show (-(4 + 1) / 2 : ℝ) = -(1 + 3 / 2) by norm_num,
      show ((4 + 1) / 2 : ℝ) = 5 / 2 by norm_num, Real.rpow_neg hb.le,
      Real.rpow_add hb, Real.rpow_one, rpow_three_halves hb, hG']
    ring
```

Substituting \(t=br^2\) gives

\[
\int_0^\infty r^m e^{-br^2}dr=\tfrac12\, b^{-(m+1)/2}\,\Gamma\!\left(\tfrac{m+1}{2}\right).
\]

With \(\Gamma(\tfrac32)=\tfrac{\sqrt\pi}{2}\) and \(\Gamma(\tfrac52)=\tfrac{3\sqrt\pi}{4}\), the moments for \(m=2,4\) are \(\sqrt\pi/(4b^{3/2})\) and \(3\sqrt\pi/(8b^{5/2})\). Lean takes the general integral from Mathlib and evaluates the two Gamma values.

```lean
/-- The prefactor of the normalised Gaussian, written with a square root, for `s > 0`. -/
theorem gaussian_prefactor {s : ℝ} (hs : 0 < s) :
    (s ^ 2 / π) ^ (3 / 2 : ℝ) = s ^ 3 / (π * √π) := by
  rw [rpow_three_halves (by positivity), Real.sqrt_div (by positivity), Real.sqrt_sq hs.le]
  ring
```

For \(s>0\), the prefactor is \(s^3/\pi^{3/2}\).

```lean
/-- For `s > 0` the Gaussian density integrates to the electron number `N`. -/
theorem gaussian_normalised (N : ℝ) {s : ℝ} (hs : 0 < s) :
    radialIntegral (gaussianDensity N s) = N := by
  have h : ∀ r, 4 * π * r ^ 2 * gaussianDensity N s r
      = (4 * π * N * (s ^ 2 / π) ^ (3 / 2 : ℝ)) * (r ^ 2 * Real.exp (-s ^ 2 * r ^ 2)) := by
    intro r
    unfold gaussianDensity
    ring
  have hp : √π ≠ 0 := (Real.sqrt_pos.2 Real.pi_pos).ne'
  simp only [radialIntegral, h, integral_const_mul]
  rw [(gaussian_moments (by positivity : 0 < s ^ 2)).1, gaussian_prefactor hs,
    Real.sqrt_sq hs.le]
  field_simp
```

The second moment with \(b=s^2\) gives

\[
4\pi N\,\frac{s^3}{\pi^{3/2}}\,\frac{\sqrt\pi}{4s^3}=N .
\]

In the proof, `h` gathers the constants at the front of the integrand, `integral_const_mul` takes them out of the integral, and `field_simp` clears the denominators.

```lean
/-- The Weizsäcker energy of a Gaussian with `N > 0` and `s > 0` is `3 N s ^ 2 / 4`. -/
theorem weizsacker_gaussian {N s : ℝ} (hN : 0 < N) (hs : 0 < s) :
    weizsacker (gaussianDensity N s) = 3 * N * s ^ 2 / 4 := by
  -- the slope of the density is -2 s² r n(r)
  have hd : ∀ r, deriv (gaussianDensity N s) r = -2 * s ^ 2 * r * gaussianDensity N s r := by
    intro r
    have h1 : HasDerivAt (fun r : ℝ => -s ^ 2 * r ^ 2) (-s ^ 2 * (2 * r)) r :=
      ((hasDerivAt_pow 2 r).const_mul (-s ^ 2)).congr_deriv (by norm_num)
    have h2 : HasDerivAt (gaussianDensity N s) _ r :=
      h1.exp.const_mul (N * (s ^ 2 / π) ^ (3 / 2 : ℝ))
    rw [h2.deriv]
    unfold gaussianDensity
    ring
  have h : ∀ r, 4 * π * r ^ 2 * (deriv (gaussianDensity N s) r ^ 2 / gaussianDensity N s r)
      = (16 * π * s ^ 4 * N * (s ^ 2 / π) ^ (3 / 2 : ℝ))
        * (r ^ 4 * Real.exp (-s ^ 2 * r ^ 2)) := by
    intro r
    have hn : gaussianDensity N s r ≠ 0 := by
      unfold gaussianDensity
      positivity
    rw [hd, ← mul_div_assoc, div_eq_iff hn]
    unfold gaussianDensity
    ring
  have hp : √π ≠ 0 := (Real.sqrt_pos.2 Real.pi_pos).ne'
  simp only [weizsacker, radialIntegral, h, integral_const_mul]
  rw [(gaussian_moments (by positivity : 0 < s ^ 2)).2, gaussian_prefactor hs,
    Real.sqrt_sq hs.le]
  field_simp
  ring
```

Since \(n'=-2s^2r\,n\), we have \(n'^2/n=4s^4r^2n\). The fourth moment then gives

\[
T_W=\frac18\cdot16\pi s^4N\,\frac{s^3}{\pi^{3/2}}\,\frac{3\sqrt\pi}{8s^5}=\frac34Ns^2 .
\]

The step `hd` proves the slope, and `h` rewrites the integrand.

```lean
/-- The integral of the 5/3 power of a Gaussian density with `N > 0` and `s > 0`. -/
theorem integral_five_thirds {N s : ℝ} (hN : 0 < N) (hs : 0 < s) :
    radialIntegral (fun r => gaussianDensity N s r ^ (5 / 3 : ℝ))
      = N ^ (5 / 3 : ℝ) * s ^ 2 * (3 / 5 : ℝ) ^ (3 / 2 : ℝ) / π := by
  -- the power 5/3 of a Gaussian is a narrower Gaussian
  have h : ∀ r, 4 * π * r ^ 2 * gaussianDensity N s r ^ (5 / 3 : ℝ)
      = (4 * π * N ^ (5 / 3 : ℝ) * (s ^ 2 / π * (s ^ 3 / (π * √π))))
        * (r ^ 2 * Real.exp (-(5 / 3 * s ^ 2) * r ^ 2)) := by
    intro r
    unfold gaussianDensity
    rw [Real.mul_rpow (by positivity) (Real.exp_pos _).le,
      Real.mul_rpow hN.le (by positivity), ← Real.rpow_mul (by positivity), ← Real.exp_mul,
      show (3 / 2 * (5 / 3) : ℝ) = 1 + 3 / 2 by norm_num, Real.rpow_add (by positivity),
      Real.rpow_one, gaussian_prefactor hs,
      show -s ^ 2 * r ^ 2 * (5 / 3) = -(5 / 3 * s ^ 2) * r ^ 2 by ring]
    ring
  have hp : √π ≠ 0 := (Real.sqrt_pos.2 Real.pi_pos).ne'
  have hq : √(5 / 3 : ℝ) ≠ 0 := (Real.sqrt_pos.2 (by norm_num)).ne'
  have hinv : √(3 / 5 : ℝ) = (√(5 / 3 : ℝ))⁻¹ := by
    rw [← Real.sqrt_inv]
    norm_num
  simp only [radialIntegral, h, integral_const_mul]
  rw [(gaussian_moments (by positivity : 0 < 5 / 3 * s ^ 2)).1,
    Real.sqrt_mul (by norm_num), Real.sqrt_sq hs.le,
    rpow_three_halves (by norm_num : (0 : ℝ) < 3 / 5), hinv]
  generalize √(5 / 3 : ℝ) = q at hq ⊢
  field_simp
```

The power \(n^{5/3}=N^{5/3}(s^2/\pi)^{5/2}e^{-\frac53s^2r^2}\) is again a Gaussian, so the second moment with \(b=\tfrac53s^2\) gives

\[
\int n^{5/3}=4\pi N^{5/3}\frac{s^5}{\pi^{5/2}}\,\frac{\sqrt\pi}{4(5/3)^{3/2}s^3}
=\frac{N^{5/3}s^2}{\pi}\left(\frac35\right)^{3/2}.
\]

```lean
/-- For a Gaussian with `N > 0` and `s > 0` the Wang-Teter limit is `s ^ 2` times a
coefficient that depends only on the electron number. -/
theorem wangTeterLimit_gaussian {N s : ℝ} (hN : 0 < N) (hs : 0 < s) :
    wangTeterLimit (gaussianDensity N s) = N * (3 / 4 - thomasFermiShare N) * s ^ 2 := by
  have h : N ^ (5 / 3 : ℝ) = N * N ^ (2 / 3 : ℝ) := by
    rw [show (5 / 3 : ℝ) = 1 + 2 / 3 by norm_num, Real.rpow_add hN, Real.rpow_one]
  unfold wangTeterLimit thomasFermi thomasFermiShare
  rw [weizsacker_gaussian hN hs, integral_five_thirds hN hs, h]
  ring
```

Writing \(N^{5/3}=N\,N^{2/3}\) and combining the two energies gives

\[
T_W-\tfrac{7}{25}T_{TF}=N\left(\tfrac34-c(N)\right)s^2 .
\]

Only the sign of the bracket remains to be found.

```lean
/-- The cube of the Thomas-Fermi share, for `N > 0`, is free of fractional powers other
than one square root. -/
theorem thomasFermiShare_cube {N : ℝ} (hN : 0 < N) :
    thomasFermiShare N ^ 3
      = (21 / 250) ^ 3 * 9 * (3 / 5) ^ 4 * (π * √(3 / 5 : ℝ) * N ^ 2) := by
  have hc : ∀ x : ℝ, 0 ≤ x → (x ^ (2 / 3 : ℝ)) ^ 3 = x ^ 2 := by
    intro x hx
    rw [← Real.rpow_natCast (x ^ (2 / 3 : ℝ)) 3, ← Real.rpow_mul hx]
    norm_num
  have hq : √(3 / 5 : ℝ) ^ 3 = 3 / 5 * √(3 / 5 : ℝ) := by
    rw [pow_succ, Real.sq_sqrt (by norm_num)]
  unfold thomasFermiShare
  rw [rpow_three_halves (by norm_num : (0 : ℝ) < 3 / 5), mul_pow, div_pow, mul_pow, mul_pow,
    mul_pow, mul_pow, hc _ (by positivity), hc _ hN.le, hq, div_mul_eq_mul_div,
    div_eq_iff (by positivity)]
  ring
```

Cubing removes the powers of \(\tfrac23\):

\[
c(N)^3=\left(\tfrac{21}{250}\right)^3 9\left(\tfrac35\right)^4\pi\sqrt{\tfrac35}\,N^2 .
\]

```lean
/-- For every fixed electron number `N ≥ 16`, the Wang-Teter rapid-variation limit of a
Gaussian density tends to minus infinity as the Gaussian is made ever narrower. -/
theorem wangTeterLimit_collapse {N : ℝ} (hN : 16 ≤ N) :
    Tendsto (fun s => wangTeterLimit (gaussianDensity N s)) atTop atBot := by
  have hN0 : 0 < N := by linarith
  -- the Thomas-Fermi share exceeds the Weizsäcker share 3/4
  have hshare : 3 / 4 < thomasFermiShare N := by
    have h0 : 0 ≤ thomasFermiShare N := by
      unfold thomasFermiShare
      positivity
    refine lt_of_pow_lt_pow_left₀ 3 h0 ?_
    rw [thomasFermiShare_cube hN0]
    have hq : (0.7745 : ℝ) ≤ √(3 / 5 : ℝ) := Real.le_sqrt_of_sq_le (by norm_num)
    have hp : (3.14 : ℝ) ≤ π := Real.pi_gt_d2.le
    have hn : (256 : ℝ) ≤ N ^ 2 := by nlinarith
    have hprod : (3.14 : ℝ) * 0.7745 * 256 ≤ π * √(3 / 5 : ℝ) * N ^ 2 :=
      mul_le_mul (mul_le_mul hp hq (by norm_num) Real.pi_pos.le) hn (by norm_num)
        (by positivity)
    linarith
  have hneg : N * (3 / 4 - thomasFermiShare N) < 0 :=
    mul_neg_of_pos_of_neg hN0 (by linarith)
  have hlim : Tendsto (fun s : ℝ => N * (3 / 4 - thomasFermiShare N) * s ^ 2) atTop atBot :=
    (tendsto_pow_atTop two_ne_zero).const_mul_atTop_of_neg hneg
  refine hlim.congr' ?_
  filter_upwards [eventually_gt_atTop 0] with s hs
  exact (wangTeterLimit_gaussian hN0 hs).symm
```

`Tendsto … atTop atBot` says that the energy tends to \(-\infty\) as \(s\to\infty\), with \(N\) fixed. For \(N\ge16\), the bounds \(\pi\ge3.14\), \(\sqrt{3/5}\ge0.7745\) and \(N^2\ge256\) give \(c(N)^3>0.43\), above \((3/4)^3=0.421875\). The coefficient of \(s^2\) is therefore negative. The last lines transfer the limit to the functional, using the formula for \(s>0\).

```lean
/-- For `0 < N ≤ 15` the Wang-Teter rapid-variation limit is positive on every Gaussian
density with `s > 0`. -/
theorem wangTeterLimit_pos {N s : ℝ} (hN0 : 0 < N) (hN : N ≤ 15) (hs : 0 < s) :
    0 < wangTeterLimit (gaussianDensity N s) := by
  have hshare : thomasFermiShare N < 3 / 4 := by
    refine lt_of_pow_lt_pow_left₀ 3 (by norm_num) ?_
    rw [thomasFermiShare_cube hN0]
    have hq : √(3 / 5 : ℝ) ≤ 0.775 := Real.sqrt_le_iff.2 ⟨by norm_num, by norm_num⟩
    have hp : π ≤ 3.15 := Real.pi_lt_d2.le
    have hn : N ^ 2 ≤ 225 := by nlinarith
    have hprod : π * √(3 / 5 : ℝ) * N ^ 2 ≤ 3.15 * 0.775 * 225 :=
      mul_le_mul (mul_le_mul hp hq (Real.sqrt_nonneg _) (by norm_num)) hn (by positivity)
        (by norm_num)
    linarith
  rw [wangTeterLimit_gaussian hN0 hs]
  have hpos : 0 < 3 / 4 - thomasFermiShare N := by linarith
  positivity

end

end WangTeterCollapse
```

For \(0<N\le15\), upper bounds give \(c(N)^3<0.38\), so the energy is positive at every width. Among whole electron numbers, the collapse on Gaussians therefore starts at 16.

```lean
#print axioms WangTeterCollapse.gaussian_normalised
-- 'WangTeterCollapse.gaussian_normalised' depends on axioms: [propext, Classical.choice, Quot.sound]
#print axioms WangTeterCollapse.wangTeterLimit_collapse
-- 'WangTeterCollapse.wangTeterLimit_collapse' depends on axioms: [propext, Classical.choice, Quot.sound]
#print axioms WangTeterCollapse.wangTeterLimit_pos
-- 'WangTeterCollapse.wangTeterLimit_pos' depends on axioms: [propext, Classical.choice, Quot.sound]
```

In a code, the test is a loop over \(s\): fill a radial grid with \(n\), evaluate both integrals and print the functional divided by \(s^2\), which should stay constant. By the formula it is about \(+0.40\) for \(N=15\) and \(-0.083\) for \(N=16\). The latter is under one percent of \(T_W/s^2=12\), so the quadrature must be more accurate than that, and the grid spacing must shrink with the width \(1/s\).

For a full energy with fixed nuclei, a scaling estimate suggests that the other terms would not stop the fall, since the Hartree, nuclear-attraction and local-exchange energies of these Gaussians grow at most linearly in \(s\).
